# If the loop area satisfies ⟨cos tA⟩ = t/sinh t, the relative variance of the Wilson loop diverges at strong magnetic field

## Why does a bounded observable get so noisy?

To compute the one-loop effective action of a charged scalar in a constant magnetic field, I average over random closed worldlines, and I keep only one number from each of them: its signed area. The Wilson loop is then a phase whose imaginary part averages to zero, so by "Wilson loop" I mean its real part, the cosine of field times area. At weak field a few thousand loops give a clean average. At strong field that average drowns in scatter, although no cosine ever exceeds 1 in size. Is my loop ensemble bad, or is the noise built into the average? And how many loops would I need?

## The noise follows from the area law

The noise is built in, and your reduction to the area is enough to show it. Let $A$ be the signed area of a random loop rescaled to unit proper time (the area of its projection on the plane perpendicular to the field; $A$ is not the vector potential here). Let $t = eBT$ be the dimensionless field, with charge $e$, magnetic field $B$ and proper time $T$, in units with $\hbar = c = 1$ and with $eB>0$. Proper time is normalised so that a mass $m_0$ enters as $e^{-m_0^2T}$; the unit loops $y$ then have the weight $\exp(-\tfrac14\int_0^1\dot y^2\,ds)$. The one physical input is

$$E[\cos(tA)] = \frac{t}{\sinh t}\qquad (t>0),$$

where $E$ is the average over loops. This is the known scalar-loop factor, which comes from the ratio of the functional determinants with and without the field. It is assumed here, not derived.

**Variance.** Since $\cos^2(tA) = \tfrac12 + \tfrac12\cos(2tA)$, the second moment at field $t$ needs only the average at field $2t$:

$$E[\cos^2(tA)] = \frac12 + \frac12\cdot\frac{2t}{\sinh 2t} = \frac12 + \frac{t}{\sinh 2t}.$$

Subtracting the squared mean gives

$$\mathrm{Var}(\cos tA) = \frac12 + \frac{t}{\sinh 2t} - \frac{t^2}{\sinh^2 t}.$$

At strong field the variance tends to $\tfrac12$, while the mean vanishes. The scatter stays of order one and the signal disappears beneath it.

**Relative variance.** Divide by $t^2/\sinh^2 t$ and use $\sinh 2t = 2\sinh t\cosh t$:

$$\frac{\mathrm{Var}(\cos tA)}{E[\cos tA]^2} = \frac{\sinh^2 t}{2t^2} + \frac{\tanh t}{2t} - 1 \;\ge\; \frac{\sinh^2 t}{2t^2} - 1,$$

because $\tanh t/(2t)$ is not negative. Below about $t = 1.5$ the lower bound is negative and carries no information; the exact expression holds for every $t>0$.

**Divergence.** From $\sinh(t/2)\ge t/2$ and $\cosh(t/2) > \sinh(t/2)$,

$$\sinh t = 2\sinh\tfrac t2\cosh\tfrac t2 \ge \frac{t^2}{2},$$

so the relative variance is at least $t^2/8 - 1$, which tends to infinity. This crude bound suffices for the limit; the exact formula shows that the growth is really like $e^{2t}/(8t^2)$.

**Number of loops.** Take $N$ pairwise independent loops with areas $A_i$, $i = 0,\dots,N-1$. Write $v$ for the single-loop variance and $m = t/\sinh t$ for the mean. The sum of the cosines has variance $Nv$, so the sample mean has variance $v/N$ and relative variance $v/(Nm^2)$. If this is at most $\varepsilon^2$, where $\varepsilon$ is the relative error you accept, then

$$N\varepsilon^2 \ge \frac{v}{m^2} \ge \frac{\sinh^2 t}{2t^2} - 1.$$

**A variable with this law.** For $u$ uniform on $(0,1)$, put $A = \log(u/(1-u))/\pi$ and $z = it/\pi$. Then

$$E[e^{itA}] = \int_0^1 u^{z}(1-u)^{-z}\,du = \frac{\Gamma(1+z)\Gamma(1-z)}{\Gamma(2)} = z\,\Gamma(z)\Gamma(1-z) = \frac{\pi z}{\sin \pi z} = \frac{t}{\sinh t}.$$

The real part is the required cosine average, so the assumption is consistent.

## What this costs in a worldline calculation

In four dimensions the effective Lagrangian is an integral over $T$ with weight $e^{-m_0^2T}/T^3$, where $m_0$ is the particle mass, and its integrand contains the loop average after subtractions. One generates the unit loops, stores their areas, and evaluates the mean of $\cos(eBT A_i)$ at each $T$. Proper times up to about $1/m_0^2$ matter, so $t$ reaches about $eB/m_0^2$.

At $t=5$ the mean is about $0.067$, and a relative error of 10% needs at least about $1.1\times10^4$ independent loops. At $t=10$ the mean is about $9\times10^{-4}$, and the same accuracy needs about $6\times10^7$. These counts are for the loop average itself, at fixed proper time and with plain averaging of the cosine. They do not carry over to the scalar effective Lagrangian: its subtracted integrand is, up to the weight, $t/\sinh t - 1 + t^2/6$, and at large $t$ the last two terms, which are known exactly, dominate. The noise does harm where a large factor multiplies the small average. For a spin-½ particle the cosine is multiplied by the spin factor $\cosh t$: the mean of the product, $t\coth t$, grows only like $t$, while its single-loop scatter grows like $e^t$.

## The Lean file

```lean
import Mathlib

open MeasureTheory ProbabilityTheory Filter
open scoped Real

namespace WilsonLoopSignProblem

variable {Ω : Type*} [MeasurableSpace Ω] {μ : Measure Ω}

/-- The cosine law assumed for the area `A` of a random unit loop: `A` is almost everywhere
measurable, and `cos (t A)`, the real part of its Wilson loop in a constant magnetic field of
dimensionless strength `t`, has the average `t / sinh t` for every `t > 0`. -/
structure IsLoopArea (μ : Measure Ω) (A : Ω → ℝ) : Prop where
  aemeas : AEMeasurable A μ
  mean_cos : ∀ t : ℝ, 0 < t → ∫ ω, Real.cos (t * A ω) ∂μ = t / Real.sinh t

/-- The relative variance of an observable with nonzero mean: its variance divided by the
square of its mean. -/
noncomputable def relVar (μ : Measure Ω) (X : Ω → ℝ) : ℝ :=
  variance X μ / (∫ ω, X ω ∂μ) ^ 2

/-- The Wilson loop `cos (t A)` of a measurable random area is square integrable. -/
theorem memLp_cos [IsProbabilityMeasure μ] {A : Ω → ℝ} (hA : AEMeasurable A μ) (t : ℝ) :
    MemLp (fun ω => Real.cos (t * A ω)) 2 μ :=
  MemLp.of_bound (Real.measurable_cos.comp_aemeasurable (hA.const_mul t)).aestronglyMeasurable 1
    (Eventually.of_forall fun ω => Real.abs_cos_le_one (t * A ω))

/-- For any measurable random area, the variance of the Wilson loop at field `t` is fixed by
its averages at the fields `t` and `2t`. -/
theorem variance_cos [IsProbabilityMeasure μ] {A : Ω → ℝ} (hA : AEMeasurable A μ) (t : ℝ) :
    variance (fun ω => Real.cos (t * A ω)) μ =
      1 / 2 + (∫ ω, Real.cos (2 * t * A ω) ∂μ) / 2 - (∫ ω, Real.cos (t * A ω) ∂μ) ^ 2 := by
  have hint : Integrable (fun ω => Real.cos (2 * t * A ω)) μ :=
    (memLp_cos hA (2 * t)).integrable (by norm_num)
  -- the double-angle formula under the average
  have h2 : ∫ ω, ((fun ω => Real.cos (t * A ω)) ^ 2) ω ∂μ =
      1 / 2 + (∫ ω, Real.cos (2 * t * A ω) ∂μ) / 2 := by
    calc _ = ∫ ω, (1 / 2 + Real.cos (2 * t * A ω) / 2) ∂μ := by
          refine integral_congr_ae (Eventually.of_forall fun ω => ?_)
          simp only [Pi.pow_apply]
          rw [Real.cos_sq, mul_assoc]
      _ = _ := by
          rw [integral_add (integrable_const _) (hint.div_const 2)]
          simp [integral_div]
  rw [variance_eq_sub (memLp_cos hA t), h2]

/-- The variance of the Wilson loop `cos (t A)` at field `t > 0`, for an area `A` that satisfies
`IsLoopArea`. -/
theorem variance_wilson [IsProbabilityMeasure μ] {A : Ω → ℝ} (h : IsLoopArea μ A)
    {t : ℝ} (ht : 0 < t) :
    variance (fun ω => Real.cos (t * A ω)) μ =
      1 / 2 + t / Real.sinh (2 * t) - t ^ 2 / Real.sinh t ^ 2 := by
  rw [variance_cos h.aemeas, h.mean_cos (2 * t) (by positivity), h.mean_cos t ht]
  ring

/-- The exact relative variance of the Wilson loop `cos (t A)` at field `t > 0`, for an area `A`
that satisfies `IsLoopArea`. -/
theorem relVar_wilson [IsProbabilityMeasure μ] {A : Ω → ℝ} (h : IsLoopArea μ A)
    {t : ℝ} (ht : 0 < t) :
    relVar μ (fun ω => Real.cos (t * A ω)) =
      Real.sinh t ^ 2 / (2 * t ^ 2) + Real.tanh t / (2 * t) - 1 := by
  have hs : Real.sinh t ≠ 0 := (Real.sinh_pos_iff.2 ht).ne'
  have hc : Real.cosh t ≠ 0 := (Real.cosh_pos t).ne'
  simp only [relVar]
  rw [variance_wilson h ht, h.mean_cos t ht, Real.sinh_two_mul, Real.tanh_eq_sinh_div_cosh]
  field_simp

/-- If the area `A` satisfies `IsLoopArea`, the relative variance of the Wilson loop `cos (t A)` at
field `t > 0` is at least `sinh² t / (2 t²) - 1`. -/
theorem relVar_wilson_ge [IsProbabilityMeasure μ] {A : Ω → ℝ} (h : IsLoopArea μ A)
    {t : ℝ} (ht : 0 < t) :
    Real.sinh t ^ 2 / (2 * t ^ 2) - 1 ≤ relVar μ (fun ω => Real.cos (t * A ω)) := by
  have h0 : 0 ≤ Real.tanh t / (2 * t) := by
    rw [Real.tanh_eq_sinh_div_cosh]
    exact div_nonneg (div_nonneg (Real.sinh_pos_iff.2 ht).le (Real.cosh_pos t).le)
      (by positivity)
  rw [relVar_wilson h ht]
  linarith

/-- The sign problem: if the area `A` satisfies `IsLoopArea`, the relative variance of the Wilson
loop `cos (t A)` tends to infinity as the dimensionless field `t` does. -/
theorem sign_problem [IsProbabilityMeasure μ] {A : Ω → ℝ} (h : IsLoopArea μ A) :
    Tendsto (fun t : ℝ => relVar μ (fun ω => Real.cos (t * A ω))) atTop atTop := by
  have hlim : Tendsto (fun t : ℝ => t ^ 2 / 8 + -1) atTop atTop :=
    tendsto_atTop_add_const_right atTop (-1)
      ((tendsto_pow_atTop two_ne_zero).atTop_div_const (by norm_num))
  refine tendsto_atTop_mono' atTop ?_ hlim
  filter_upwards [eventually_gt_atTop (0 : ℝ)] with t ht
  -- sinh t = 2 sinh (t/2) cosh (t/2) is at least t² / 2
  have hb : t ^ 2 / 2 ≤ Real.sinh t := by
    have h1 : t / 2 ≤ Real.sinh (t / 2) := Real.self_le_sinh_iff.2 (by positivity)
    have h2 : Real.sinh (t / 2) < Real.cosh (t / 2) := Real.sinh_lt_cosh _
    have h3 : Real.sinh t = 2 * Real.sinh (t / 2) * Real.cosh (t / 2) := by
      rw [← Real.sinh_two_mul]
      congr 1
      ring
    have h4 : t / 2 * (t / 2) ≤ Real.sinh (t / 2) * Real.cosh (t / 2) :=
      mul_le_mul h1 (h1.trans h2.le) (by positivity) (by linarith)
    rw [h3]
    linarith
  have hq : t ^ 2 / 8 ≤ Real.sinh t ^ 2 / (2 * t ^ 2) := by
    rw [le_div_iff₀ (by positivity)]
    have := pow_le_pow_left₀ (by positivity) hb 2
    linarith
  linarith [relVar_wilson_ge h ht]

/-- Cost of a simulation: take `N > 0` pairwise independent areas that each satisfy `IsLoopArea`. If
the sample mean of their Wilson loops `cos (t A i)` has relative variance at most `ε²` at field
`t > 0`, then `N ε²` is at least `sinh² t / (2 t²) - 1`. -/
theorem loops_needed [IsProbabilityMeasure μ] {N : ℕ} (hN : 0 < N) {A : Fin N → Ω → ℝ}
    (h : ∀ i, IsLoopArea μ (A i)) (hind : Pairwise fun i j => IndepFun (A i) (A j) μ)
    {t ε : ℝ} (ht : 0 < t)
    (hε : relVar μ (fun ω => (N : ℝ)⁻¹ * ∑ i, Real.cos (t * A i ω)) ≤ ε ^ 2) :
    Real.sinh t ^ 2 / (2 * t ^ 2) - 1 ≤ N * ε ^ 2 := by
  have hN' : (0 : ℝ) < N := by exact_mod_cast hN
  have hs : 0 < Real.sinh t := Real.sinh_pos_iff.2 ht
  have hm : Measurable fun x : ℝ => Real.cos (t * x) := by fun_prop
  -- variances of independent loops add
  have hv : variance (fun ω => ∑ i, Real.cos (t * A i ω)) μ =
      N * (1 / 2 + t / Real.sinh (2 * t) - t ^ 2 / Real.sinh t ^ 2) := by
    have e : (fun ω => ∑ i, Real.cos (t * A i ω)) =
        ∑ i, fun ω => Real.cos (t * A i ω) := by
      ext ω
      simp [Finset.sum_apply]
    rw [e, IndepFun.variance_sum (fun i _ => memLp_cos (h i).aemeas t)
      (fun i _ j _ hij => (hind hij).comp hm hm)]
    simp only [variance_wilson (h _) ht, Finset.sum_const, Finset.card_univ,
      Fintype.card_fin, nsmul_eq_mul]
  have hmean : ∫ ω, ∑ i, Real.cos (t * A i ω) ∂μ = N * (t / Real.sinh t) := by
    rw [integral_finsetSum _ fun i _ =>
      (memLp_cos (h i).aemeas t).integrable (by norm_num)]
    simp only [(h _).mean_cos t ht, Finset.sum_const, Finset.card_univ,
      Fintype.card_fin, nsmul_eq_mul]
  have hone := relVar_wilson_ge (h ⟨0, hN⟩) ht
  simp only [relVar] at hone hε
  rw [variance_wilson (h _) ht, (h _).mean_cos t ht] at hone
  rw [variance_const_mul, hv, integral_const_mul, hmean] at hε
  generalize 1 / 2 + t / Real.sinh (2 * t) - t ^ 2 / Real.sinh t ^ 2 = v at hone hε
  have e : ((N : ℝ)⁻¹) ^ 2 * (N * v) / ((N : ℝ)⁻¹ * (N * (t / Real.sinh t))) ^ 2 =
      v / (t / Real.sinh t) ^ 2 / N := by
    field_simp
  rw [e, div_le_iff₀ hN'] at hε
  linarith

/-- The uniform measure on the open unit interval is a probability measure, and under it the
variable `log (u / (1 - u)) / π` satisfies `IsLoopArea`. -/
theorem isLoopArea_witness :
    IsProbabilityMeasure (volume.restrict (Set.Ioo (0 : ℝ) 1)) ∧
      IsLoopArea (volume.restrict (Set.Ioo (0 : ℝ) 1))
        (fun u => Real.log (u / (1 - u)) / π) := by
  refine ⟨⟨by simp⟩, Measurable.aemeasurable (by fun_prop), fun t ht => ?_⟩
  obtain ⟨z, hz⟩ : ∃ z : ℂ, z = ((t / π : ℝ) : ℂ) * Complex.I := ⟨_, rfl⟩
  have hre : z.re = 0 := by rw [hz, Complex.re_ofReal_mul, Complex.I_re, mul_zero]
  have hπ : (π : ℂ) ≠ 0 := Complex.ofReal_ne_zero.2 Real.pi_ne_zero
  have ht0 : (t : ℂ) ≠ 0 := Complex.ofReal_ne_zero.2 ht.ne'
  have hs : Complex.sinh (t : ℂ) ≠ 0 := by
    rw [← Complex.ofReal_sinh]
    exact Complex.ofReal_ne_zero.2 (Real.sinh_pos_iff.2 ht).ne'
  have hz' : z = (t : ℂ) / π * Complex.I := by rw [hz, Complex.ofReal_div]
  have hz0 : z ≠ 0 := by
    rw [hz']
    exact mul_ne_zero (div_ne_zero ht0 hπ) Complex.I_ne_zero
  have hu : 0 < (z + 1).re := by simp [hre]
  have hv : 0 < (1 - z).re := by simp [hre]
  -- the Beta integral from the reflection formula
  have hB : Complex.betaIntegral (z + 1) (1 - z) = ((t / Real.sinh t : ℝ) : ℂ) := by
    have h1 := Complex.Gamma_mul_Gamma_eq_betaIntegral hu hv
    have h2 : Complex.Gamma (z + 1 + (1 - z)) = 1 := by
      rw [show z + 1 + (1 - z) = (1 : ℂ) + 1 by ring, Complex.Gamma_add_one 1 one_ne_zero,
        Complex.Gamma_one, mul_one]
    have h3 : (π : ℂ) * z = t * Complex.I := by
      rw [hz']
      field_simp
    rw [h2, one_mul, Complex.Gamma_add_one z hz0, mul_assoc,
      Complex.Gamma_mul_Gamma_one_sub, h3, Complex.sin_mul_I] at h1
    rw [← h1, hz', Complex.ofReal_div, Complex.ofReal_sinh]
    have hI := Complex.I_ne_zero
    field_simp
  let f : ℝ → ℂ := fun x => (x : ℂ) ^ (z + 1 - 1) * (1 - (x : ℂ)) ^ (1 - z - 1)
  have hf : IntegrableOn f (Set.Ioc 0 1) :=
    (intervalIntegrable_iff_integrableOn_Ioc_of_le zero_le_one).1
      (Complex.betaIntegral_convergent hu hv)
  -- its integrand is a pure phase with real part the Wilson loop
  have hpt : ∀ x ∈ Set.Ioo (0 : ℝ) 1,
      Real.cos (t * (Real.log (x / (1 - x)) / π)) = Complex.reCLM (f x) := by
    intro x hx
    have hx1 : 0 < 1 - x := sub_pos.2 hx.2
    have e : f x = Complex.exp
        (((t * (Real.log (x / (1 - x)) / π) : ℝ) : ℂ) * Complex.I) := by
      change (x : ℂ) ^ (z + 1 - 1) * (1 - (x : ℂ)) ^ (1 - z - 1) = _
      rw [show (1 : ℂ) - (x : ℂ) = ((1 - x : ℝ) : ℂ) by push_cast; ring,
        Complex.cpow_def_of_ne_zero (Complex.ofReal_ne_zero.2 hx.1.ne'),
        Complex.cpow_def_of_ne_zero (Complex.ofReal_ne_zero.2 hx1.ne'),
        ← Complex.exp_add, ← Complex.ofReal_log hx.1.le, ← Complex.ofReal_log hx1.le,
        Real.log_div hx.1.ne' hx1.ne', hz']
      congr 1
      simp only [Complex.ofReal_mul, Complex.ofReal_div, Complex.ofReal_sub]
      ring
    rw [e, Complex.reCLM_apply, Complex.exp_ofReal_mul_I_re]
  calc _ = ∫ x in Set.Ioo (0 : ℝ) 1, Complex.reCLM (f x) :=
        setIntegral_congr_fun measurableSet_Ioo hpt
    _ = ∫ x in Set.Ioc (0 : ℝ) 1, Complex.reCLM (f x) := integral_Ioc_eq_integral_Ioo.symm
    _ = Complex.reCLM (∫ x in Set.Ioc (0 : ℝ) 1, f x) :=
        ContinuousLinearMap.integral_comp_comm _ hf
    _ = t / Real.sinh t := by
        rw [← intervalIntegral.integral_of_le zero_le_one]
        change (Complex.betaIntegral (z + 1) (1 - z)).re = _
        rw [hB, Complex.ofReal_re]

end WilsonLoopSignProblem
```

```lean
#print axioms WilsonLoopSignProblem.relVar_wilson_ge
#print axioms WilsonLoopSignProblem.sign_problem
#print axioms WilsonLoopSignProblem.loops_needed
```

```
'WilsonLoopSignProblem.relVar_wilson_ge' depends on axioms: [propext, Classical.choice, Quot.sound]
'WilsonLoopSignProblem.sign_problem' depends on axioms: [propext, Classical.choice, Quot.sound]
'WilsonLoopSignProblem.loops_needed' depends on axioms: [propext, Classical.choice, Quot.sound]
```

## Reading the statements

`Ω` is the space of loops, `μ` the probability measure on it, and `A : Ω → ℝ` assigns an area to each loop. In `loops_needed` a point of `Ω` stands for a whole sample of `N` loops, and `A i` is the area of loop `i` in it. `IsLoopArea μ A` contains two conditions: `A` is measurable up to a set of measure zero, and its cosine average is `t / Real.sinh t` for every positive `t`. No path, gauge field or Gaussian weight appears.

The step left to physics is therefore that the loops you sample have areas obeying this law. For continuum loops with the free-particle weight it is the determinant result quoted above; for polygons with finitely many points it holds only approximately.

`relVar` is the variance divided by the squared mean, that is, the square of the relative standard deviation. The main statements are these:

- `variance_wilson` gives the variance for every `t > 0`.
- `relVar_wilson` gives the exact relative variance, and `relVar_wilson_ge` the lower bound.
- `sign_problem` says that the relative variance tends to infinity as `t` does. It states no rate.
- `loops_needed` takes a positive number `N` of areas indexed by `Fin N`, each satisfying `IsLoopArea` and any two of them independent. If the relative variance of their sample mean is at most `ε ^ 2`, then `N * ε ^ 2` is at least the single-loop bound. This is a necessary condition on `N`, not a guarantee of accuracy.
- `isLoopArea_witness` says that the logarithmic variable above, on the unit interval with its uniform measure, satisfies `IsLoopArea`.

## From the double angle to the Beta integral

`memLp_cos` shows that the cosine is square integrable, because it is bounded by 1. `variance_cos` then carries out the double-angle step for any measurable area, with no assumption on its law: `Real.cos_sq` rewrites the integrand, `integral_add` splits the average, and `variance_eq_sub` subtracts the squared mean.

`variance_wilson` inserts the assumed averages at `2 * t` and `t`. For `relVar_wilson`, the identities for `sinh 2t` and `tanh t` are substituted, and `field_simp` clears the denominators, which are nonzero for positive `t`. The lower bound drops the nonnegative `tanh` term.

In `sign_problem`, the intermediate fact `hb` is the inequality $\sinh t\ge t^2/2$, and `hq` squares it to obtain the term $t^2/8$. The lemma `tendsto_atTop_mono'` passes the divergence from $t^2/8-1$ to the relative variance.

In `loops_needed`, `IndepFun.variance_sum` adds the variances; pairwise independence of the areas passes to their cosines. The means add by linearity. After `generalize` has named the single-loop variance `v`, the factors of `N` reduce to one division by `N`, as in the derivation.

The witness proof follows the Gamma-function chain. `hB` evaluates the Beta integral with the reflection formula `Complex.Gamma_mul_Gamma_one_sub`. `hpt` shows that at each point of the open interval the integrand is a pure phase whose real part is the Wilson loop. The final `calc` block takes the real part outside the integral and inserts `hB`.
